# McWeeny purification of a perturbed projector keeps only the occupied–virtual error at first order

Take two levels, the first occupied and the second empty, and add a small error to the density matrix:

\[
P=\begin{pmatrix}1&0\\0&0\end{pmatrix},\qquad
E=\begin{pmatrix}a&b\\c&d\end{pmatrix},\qquad X=P+tE .
\]

The McWeeny map is \(f(X)=3X^2-2X^3\). Let \(p_1=1\) and \(p_2=0\) be the occupations. The term of \(f(P+tE)\) linear in \(t\) multiplies the entry \(E_{ij}\) by

\[
3(p_i+p_j)-2(p_i^2+p_ip_j+p_j^2).
\]

This factor is \(6-6=0\) for two occupied indices, \(0\) for two virtual indices, and \(3-2=1\) for one of each. The errors \(a\) and \(d\) disappear at first order, while \(b\) and \(c\) pass through unchanged.

## The linear response of an idempotent matrix

Let \(P\) be a complex \(n\times n\) matrix with \(P^2=P\), let \(E\) be any matrix of the same size, and set \(Q=1-P\). The claim is

\[
\left.\frac{d}{dt}f(P+tE)\right|_{t=0}=PEQ+QEP .
\]

The square and the cube contribute the linear terms

\[
PE+EP\qquad\text{and}\qquad P^2E+PEP+EP^2=PE+PEP+EP .
\]

Hence the linear term of \(f\) is

\[
3(PE+EP)-2(PE+PEP+EP)=PE+EP-2PEP .
\]

Since \(PEQ=PE-PEP\) and \(QEP=EP-PEP\), this is \(R=PEQ+QEP\). The constant term is \(3P-2P=P\), and the full expansion is

\[
f(P+tE)=P+tR+t^2\bigl[3E^2-2(PE^2+EPE+E^2P)\bigr]-2t^3E^3 .
\]

From \(PQ=QP=0\) it follows that \(PRP=QRQ=0\), \(PRQ=PEQ\) and \(QRP=QEP\). The occupied–occupied and virtual–virtual blocks of the response therefore vanish, and the mixed blocks are those of \(E\).

## Errors that vanish and errors that survive

The response is zero exactly when \(E\) commutes with \(P\). Indeed \(PR-RP=PEQ-QEP=PE-EP\), so \(R=0\) forces \(PE=EP\). Conversely, if \(PE=EP\), then \(PEQ=EPQ=0\) and \(QEP=QPE=0\).

The response equals the whole error exactly when \(PE+EP=E\). This is the linearised idempotency condition, because

\[
(P+tE)^2-(P+tE)=t(PE+EP-E)+t^2E^2 .
\]

If \(R=E\), then \(PEP=PRP=0\), and \(R=PE+EP-2PEP\) reduces to \(E=PE+EP\). Conversely, multiplying \(PE+EP=E\) by \(P\) on both sides gives \(2PEP=PEP\), so \(PEP=0\) and \(R=PE+EP=E\).

For density-matrix purification in mean-field electronic structure, with a finite orthonormal basis, this means that a purification step removes the first-order part of small errors in the occupations, leaving errors of second order, but keeps a first-order mixing of occupied and virtual orbitals in place.

## Matrices, the map and the mixed part in Lean

The finite type `n` labels the basis functions, and matrix products are taken without an overlap matrix, which corresponds to an orthonormal basis.

```lean
import Mathlib

open Matrix

namespace McWeenyPurification

noncomputable section

variable {n : Type*} [Fintype n] [DecidableEq n]
```

The purification map is defined for every complex matrix, idempotent or not.

```lean
/-- The McWeeny purification map `3 X² - 2 X³` on complex matrices. -/
def mcWeeny (X : Matrix n n ℂ) : Matrix n n ℂ :=
  (3 : ℂ) • (X * X) - (2 : ℂ) • (X * X * X)
```

The matrix \(R\) is called `offDiag P E`, with \(Q\) written out as `1 - P`. "Off-diagonal" refers to the blocks defined by \(P\), not to matrix entries in an arbitrary basis.

```lean
/-- The occupied-virtual part `P E Q + Q E P` of a matrix `E`, with `Q = 1 - P`. -/
def offDiag (P E : Matrix n n ℂ) : Matrix n n ℂ :=
  P * E * (1 - P) + (1 - P) * E * P
```

## The exact cubic

The only hypothesis on the projector is `hP : P * P = P`. A physical density matrix is also Hermitian, but the algebra does not use this, so oblique projectors are included. The parameter `t` is complex and need not be small.

The call to `simp only` multiplies out both sides and replaces \(P^2\) by \(P\); `module` then compares the coefficients of the remaining matrix products, as in the expansion by hand.

```lean
/-- Purification of a perturbed projector is an exact cubic in the perturbation strength `t`,
with constant term `P` and linear term the occupied-virtual part of the error. -/
theorem mcWeeny_expansion {P : Matrix n n ℂ} (hP : P * P = P) (E : Matrix n n ℂ) (t : ℂ) :
    mcWeeny (P + t • E) = P + t • offDiag P E
      + t ^ 2 • ((3 : ℂ) • (E * E) - (2 : ℂ) • (P * E * E + E * P * E + E * E * P))
      + t ^ 3 • ((-2 : ℂ) • (E * E * E)) := by
  -- multiply out, use idempotency, and compare coefficients
  simp only [mcWeeny, offDiag, add_mul, mul_add, sub_mul, mul_sub, one_mul, mul_one,
    smul_mul_assoc, mul_smul_comm, mul_assoc, hP]
  module
```

## The derivative at the projector

`HasDerivAt F F' 0` says that the matrix-valued function `F` is differentiable at \(t=0\) with derivative `F'`. Here the matrices carry a norm, which the `open scoped` line supplies; in finite dimension the derivative does not depend on which norm is chosen.

The proof replaces the function by its cubic and differentiates each term. `h1` gives the linear coefficient, while `h2` and `h3` concern the quadratic and cubic terms, whose derivatives vanish at zero. The theorem describes one application of the map near an exact projector; it gives no convergence result for repeated purification.

```lean
open scoped Matrix.Norms.Operator in
/-- The derivative of the purified matrix `3 (P + tE)² - 2 (P + tE)³` at `t = 0` is
`P E Q + Q E P`, with `Q = 1 - P`, for every idempotent `P` and every `E`. -/
theorem hasDerivAt_mcWeeny {P : Matrix n n ℂ} (hP : P * P = P) (E : Matrix n n ℂ) :
    HasDerivAt (fun t : ℂ => mcWeeny (P + t • E))
      (P * E * (1 - P) + (1 - P) * E * P) 0 := by
  rw [funext (mcWeeny_expansion hP E)]
  -- differentiate the cubic term by term
  have h1 := (hasDerivAt_id' (0 : ℂ)).smul_const (offDiag P E)
  have h2 := (hasDerivAt_pow 2 (0 : ℂ)).smul_const
    ((3 : ℂ) • (E * E) - (2 : ℂ) • (P * E * E + E * P * E + E * E * P))
  have h3 := (hasDerivAt_pow 3 (0 : ℂ)).smul_const ((-2 : ℂ) • (E * E * E))
  have h := ((h1.const_add P).fun_add h2).fun_add h3
  exact h.congr_deriv (by simp [offDiag])
```

## The four blocks

The next statement again assumes \(P^2=P\). Its four parts are the occupied–occupied, virtual–virtual and two mixed blocks of \(R\). The auxiliary fact `hPX` is \(P(PX)=PX\), which applies idempotency inside longer products. After expansion, `abel` cancels the remaining terms.

```lean
/-- The occupied-occupied and virtual-virtual blocks of `P E Q + Q E P` vanish, and its two
mixed blocks are those of `E`. -/
theorem offDiag_blocks {P : Matrix n n ℂ} (hP : P * P = P) (E : Matrix n n ℂ) :
    P * offDiag P E * P = 0 ∧
    (1 - P) * offDiag P E * (1 - P) = 0 ∧
    P * offDiag P E * (1 - P) = P * E * (1 - P) ∧
    (1 - P) * offDiag P E * P = (1 - P) * E * P := by
  have hPX : ∀ X : Matrix n n ℂ, P * (P * X) = P * X := fun X => by
    rw [← mul_assoc, hP]
  refine ⟨?_, ?_, ?_, ?_⟩ <;>
    simp only [offDiag, add_mul, mul_add, sub_mul, mul_sub, one_mul, mul_one,
      mul_assoc, hP, hPX] <;>
    abel
```

## Commuting errors

In the forward direction, `hc` is the identity \(PE-EP=PR-RP\), whose right side vanishes when \(R=0\). In the reverse direction, the commutation relation is substituted into \(R\) and the terms cancel.

```lean
/-- The occupied-virtual part of `E` vanishes exactly when `E` commutes with the projector. -/
theorem offDiag_eq_zero_iff {P : Matrix n n ℂ} (hP : P * P = P) (E : Matrix n n ℂ) :
    offDiag P E = 0 ↔ P * E = E * P := by
  have hPX : ∀ X : Matrix n n ℂ, P * (P * X) = P * X := fun X => by
    rw [← mul_assoc, hP]
  constructor
  · intro h
    -- the commutator with P sees only the occupied-virtual part
    have hc : P * E - E * P = P * offDiag P E - offDiag P E * P := by
      simp only [offDiag, add_mul, mul_add, sub_mul, mul_sub, one_mul, mul_one,
        mul_assoc, hP, hPX]
      abel
    rw [h, mul_zero, zero_mul, sub_zero] at hc
    exact sub_eq_zero.mp hc
  · intro hc
    simp only [offDiag, sub_mul, mul_sub, one_mul, mul_one, mul_assoc, ← hc, hPX]
    abel
```

The same criterion can now be stated for the derivative itself. The forward direction uses uniqueness of derivatives: if zero is a derivative, it must equal \(R\). The reverse direction puts \(R=0\) into the derivative already computed.

```lean
open scoped Matrix.Norms.Operator in
/-- The purified matrix has zero derivative at `t = 0` exactly when the error `E` commutes
with the projector `P`. -/
theorem hasDerivAt_zero_iff_commute {P : Matrix n n ℂ} (hP : P * P = P)
    (E : Matrix n n ℂ) :
    HasDerivAt (fun t : ℂ => mcWeeny (P + t • E)) 0 0 ↔ P * E = E * P := by
  constructor
  · intro h
    exact (offDiag_eq_zero_iff hP E).1 ((hasDerivAt_mcWeeny hP E).unique h)
  · intro h
    exact (hasDerivAt_mcWeeny hP E).congr_deriv ((offDiag_eq_zero_iff hP E).2 h)
```

## Errors that satisfy linearised idempotency

This equivalence, again for \(P^2=P\), is purely algebraic; together with `hasDerivAt_mcWeeny` it identifies the errors that purification returns unchanged at first order. The identity `hexp` is \(R=PE+EP-2PEP\). One direction obtains \(PEP=0\) from the block theorem, and the other obtains it by multiplying the condition by \(P\) on both sides.

```lean
/-- An error equals its own occupied-virtual part exactly when it satisfies the linearised
idempotency condition `P E + E P = E`. -/
theorem offDiag_eq_self_iff {P : Matrix n n ℂ} (hP : P * P = P) (E : Matrix n n ℂ) :
    offDiag P E = E ↔ P * E + E * P = E := by
  have hPX : ∀ X : Matrix n n ℂ, P * (P * X) = P * X := fun X => by
    rw [← mul_assoc, hP]
  have hexp : offDiag P E = P * E + E * P - (2 : ℂ) • (P * E * P) := by
    simp only [offDiag, sub_mul, mul_sub, one_mul, mul_one, mul_assoc]
    module
  constructor
  · intro h
    have hz := (offDiag_blocks hP E).1
    rw [h] at hz
    rw [hexp, hz, smul_zero, sub_zero] at h
    exact h
  · intro h
    -- sandwiching the condition between projectors removes the occupied block
    have h2 := congrArg (fun X => P * X * P) h
    simp only [mul_add, add_mul, mul_assoc, hP, hPX] at h2
    have hz : P * E * P = 0 := by
      rw [mul_assoc]
      exact add_left_cancel (h2.trans (add_zero _).symm)
    rw [hexp, hz, smul_zero, sub_zero, h]
```

## The two-level matrix

The last theorem returns to the opening example with arbitrary complex \(a,b,c,d\). It checks that \(P\) is idempotent and that the mixed part of \(E\) keeps \(b\) and \(c\) only. The proof writes \(Q\) as an explicit matrix and compares the four entries.

```lean
/-- For two levels with the first one occupied, `P` is idempotent and the occupied-virtual
part of a general error matrix consists of its two off-diagonal entries. -/
theorem offDiag_witness (a b c d : ℂ) :
    (!![1, 0; 0, 0] : Matrix (Fin 2) (Fin 2) ℂ) * !![1, 0; 0, 0] = !![1, 0; 0, 0] ∧
    offDiag !![1, 0; 0, 0] !![a, b; c, d] = !![0, b; c, 0] := by
  constructor
  · ext i j
    fin_cases i <;> fin_cases j <;> simp [Matrix.mul_apply, Fin.sum_univ_succ]
  · -- the virtual projector as an explicit matrix
    have hQ : (1 : Matrix (Fin 2) (Fin 2) ℂ) - !![1, 0; 0, 0] = !![0, 0; 0, 1] := by
      ext i j
      fin_cases i <;> fin_cases j <;> simp
    rw [offDiag, hQ]
    ext i j
    fin_cases i <;> fin_cases j <;> simp

end

end McWeenyPurification
```

```lean
#print axioms McWeenyPurification.mcWeeny_expansion
-- 'McWeenyPurification.mcWeeny_expansion' depends on axioms: [propext, Classical.choice, Quot.sound]
#print axioms McWeenyPurification.hasDerivAt_zero_iff_commute
-- 'McWeenyPurification.hasDerivAt_zero_iff_commute' depends on axioms: [propext, Classical.choice, Quot.sound]
#print axioms McWeenyPurification.offDiag_eq_self_iff
-- 'McWeenyPurification.offDiag_eq_self_iff' depends on axioms: [propext, Classical.choice, Quot.sound]
```
